# The Aharonov–Anandan phase formula for a cyclic state under a bounded Hermitian Hamiltonian

## Can an arbitrary phase factor give the right phase without slow driving?

For a normalised state ψ that returns to itself up to a phase φ after a time T, the Aharonov–Anandan formula says that φ is the integral over [0,T] of i⟨u,u'⟩ − ⟨ψ,Hψ⟩, where u(t) = exp(−iφt/T) ψ(t). I know Berry's version, where H changes slowly and the state follows an eigenstate. Here the driving can be fast, ψ need not be an eigenstate of H(t), and H(T) need not even equal H(0). Also, the factor exp(−iφt/T) looks arbitrary: nothing in the physics makes the phase grow uniformly. Where did the adiabatic assumption go, and why does this choice of u do no harm?

## The removed phase comes back as its own rate of change

The formula holds for every bounded Hermitian H(t) and every T ≠ 0, with no adiabatic assumption. If iψ' = H(t)ψ, ‖ψ(0)‖ = 1 and ψ(T) = exp(iφ)ψ(0), then

u(T) = u(0) and φ = ∫₀ᵀ (i⟨u,u'⟩ − ⟨ψ,Hψ⟩) dt.

In Berry's setting, slow driving serves to make the state return to its ray, that is, to itself up to a phase. Here that return is assumed directly. The uniform phase does no harm because the integrand is exactly the rate at which phase is removed, and only the total amount removed survives the integration.

### Four short steps from the Schrödinger equation

Units have ħ = 1, and the inner product is conjugate-linear in its first argument.

First, the norm is conserved. Since ψ' = −iHψ and H is Hermitian,

d/dt ⟨ψ,ψ⟩ = ⟨ψ',ψ⟩ + ⟨ψ,ψ'⟩ = i⟨Hψ,ψ⟩ − i⟨ψ,Hψ⟩ = 0.

So ‖ψ(t)‖ = 1 at all times.

Second, take any differentiable real function f(t) and set u = exp(−if)ψ. Then

u' = exp(−if)(ψ' − if'ψ).

In ⟨u,u'⟩ the factor exp(−if) meets its conjugate and disappears, which leaves

i⟨u,u'⟩ = i⟨ψ,ψ'⟩ + f'‖ψ‖².

Third, the Schrödinger equation gives i⟨ψ,ψ'⟩ = ⟨ψ,iψ'⟩ = ⟨ψ,Hψ⟩. With unit norm,

i⟨u,u'⟩ − ⟨ψ,Hψ⟩ = f'.

Fourth, choose f(t) = φt/T. Then f' = φ/T, and the integral over [0,T] is T · φ/T = φ. The curve u closes because

u(T) = exp(−iφ) exp(iφ) ψ(0) = ψ(0) = u(0).

If H is continuous, the integral can be split:

∫₀ᵀ i⟨u,u'⟩ dt = φ + ∫₀ᵀ ⟨ψ,Hψ⟩ dt.

The left side is the geometric phase, and −∫₀ᵀ ⟨ψ,Hψ⟩ dt is the dynamical phase. Since φ is fixed by the cyclic condition only up to multiples of 2π, so is the geometric phase; the formula holds for each choice of φ, with the u that belongs to it.

### What the Lean statements say about the driven state

The state space `E` is any complex inner-product space, of finite or infinite dimension. The Hamiltonian `H : ℝ → E →L[ℂ] E` assigns a bounded operator to each time, and `Hermitian H` says that ⟨H(t)x,y⟩ = ⟨x,H(t)y⟩ for all t, x and y. `Schrodinger H ψ` requires ψ to be differentiable and to obey iψ' = Hψ at every real time. Differentiability is stated separately because Lean's `deriv` returns zero where there is no derivative.

The name `energy` stands for ⟨ψ,Hψ⟩, which for a unit-norm state is the expectation value of H; it is an energy eigenvalue only in special cases. `connection u t` is i⟨u,u'⟩, the Berry connection along the curve with time as the parameter. `regauge f ψ` is exp(−if)ψ, and `uniformGauge φ T` is the function φt/T. The connection and the energy are complex-valued in Lean, so φ appears as `(φ : ℂ)`.

The main theorem, `aharonov_anandan`, takes a Hermitian `H`, a solution `ψ`, the normalisation `h0`, the condition `hT : T ≠ 0` and the cyclic condition `hcyc`. It concludes that u closes and that φ equals the combined integral. A negative T is allowed, with the integral oriented from 0 to T. Continuity of H enters only in `geometric_phase`, where the two parts are integrated separately; it means continuity in the operator norm.

The condition `hcyc` stands for the physical fact that the state has come back to its ray. It is assumed, and whether a given pulse achieves it is a separate question. The word "geometric" also promises more than these theorems give: they evaluate the integral for one rephasing, and do not compare different Hamiltonians that drive the state along the same path of rays.

The step left open towards a real atom or molecule is from bounded operators to unbounded ones, such as the kinetic energy, which act only on a domain. In a finite basis every Hamiltonian matrix is bounded, so for an exact solution of such a driven model, with a Hermitian matrix that is continuous in time, the formula separates the phase of a returning state into its geometric and dynamical parts.

The last theorem, `aharonov_anandan_witness`, supplies a two-level example that satisfies all the assumptions. The Hamiltonian is diag(0,1), the state has components a and b exp(−it) with a and b real and a² + b² = 1, and it returns at T = 2π with φ = 0. Its energy is b², so the splitting formula gives a geometric phase of 2πb². Here H never changes, and for nonzero a and b the state is not an eigenstate, so the formula needs neither a changing Hamiltonian nor an eigenstate to follow.

```lean
import Mathlib

open Complex
open scoped Real

namespace AharonovAnandan

noncomputable section

variable {E : Type*} [NormedAddCommGroup E] [InnerProductSpace ℂ E]

/-- Every operator of the time-dependent family `H` is Hermitian. -/
def Hermitian (H : ℝ → E →L[ℂ] E) : Prop :=
  ∀ t x y, inner ℂ (H t x) y = inner ℂ x (H t y)

/-- The state `ψ` is differentiable and obeys `i ψ' = H(t) ψ` at all times. -/
def Schrodinger (H : ℝ → E →L[ℂ] E) (ψ : ℝ → E) : Prop :=
  ∀ t, DifferentiableAt ℝ ψ t ∧ I • deriv ψ t = H t (ψ t)

/-- The number `⟨ψ, H ψ⟩` at time `t`, the expectation value of `H` when `ψ` has unit norm. -/
def energy (H : ℝ → E →L[ℂ] E) (ψ : ℝ → E) (t : ℝ) : ℂ := inner ℂ (ψ t) (H t (ψ t))

/-- The connection `i⟨u, u'⟩` along a differentiable curve of states. -/
def connection (u : ℝ → E) (t : ℝ) : ℂ := I * inner ℂ (u t) (deriv u t)

/-- The rephased curve `exp(-i f(t)) ψ(t)`. -/
def regauge (f : ℝ → ℝ) (ψ : ℝ → E) (t : ℝ) : E := exp (-(I * (f t : ℂ))) • ψ t

/-- The phase `φ t / T` that grows uniformly over a period `T ≠ 0`. -/
def uniformGauge (φ T t : ℝ) : ℝ := φ * t / T

/-- The uniform phase grows at the rate `φ / T`. -/
lemma hasDerivAt_uniformGauge (φ T t : ℝ) : HasDerivAt (uniformGauge φ T) (φ / T) t := by
  have h : HasDerivAt (uniformGauge φ T) (φ * 1 / T) t :=
    ((hasDerivAt_id t).const_mul φ).div_const T
  rwa [mul_one] at h

/-- The inner product of a state with itself is its squared norm. -/
lemma inner_self_eq (x : E) : inner ℂ x x = ((‖x‖ ^ 2 : ℝ) : ℂ) :=
  (inner_self_eq_norm_sq_to_K x).trans (Complex.ofReal_pow _ _).symm

/-- Evolution under a Hermitian Hamiltonian conserves the norm of the state. -/
theorem norm_conserved {H : ℝ → E →L[ℂ] E} {ψ : ℝ → E} (hH : Hermitian H)
    (hψ : Schrodinger H ψ) (t : ℝ) : ‖ψ t‖ = ‖ψ 0‖ := by
  have hd : ∀ t, HasDerivAt (fun s => inner ℂ (ψ s) (ψ s)) 0 t := by
    intro t
    have h := HasDerivAt.inner (𝕜 := ℂ) (hψ t).1.hasDerivAt (hψ t).1.hasDerivAt
    have e : deriv ψ t = (-I) • H t (ψ t) := by
      rw [← (hψ t).2, smul_smul]; simp
    refine h.congr_deriv ?_
    rw [e, inner_smul_left, inner_smul_right, hH t (ψ t) (ψ t)]
    simp
  have hc : inner ℂ (ψ t) (ψ t) = inner ℂ (ψ 0) (ψ 0) :=
    is_const_of_deriv_eq_zero (fun t => (hd t).differentiableAt) (fun t => (hd t).deriv) t 0
  rw [inner_self_eq, inner_self_eq] at hc
  exact (sq_eq_sq₀ (norm_nonneg _) (norm_nonneg _)).1 (Complex.ofReal_injective hc)

/-- Rephasing a differentiable curve by `exp(-i f)`, with `f` differentiable, adds `f' ‖ψ‖²`
to its connection. -/
theorem connection_regauge {f : ℝ → ℝ} {ψ : ℝ → E} {t f' : ℝ} (hf : HasDerivAt f f' t)
    (hψ : DifferentiableAt ℝ ψ t) :
    connection (regauge f ψ) t = connection ψ t + f' * (‖ψ t‖ : ℂ) ^ 2 := by
  have hp : HasDerivAt (fun s => exp (-(I * (f s : ℂ))))
      (exp (-(I * (f t : ℂ))) * (-(I * (f' : ℂ)))) t :=
    (hf.ofReal_comp.const_mul I).fun_neg.cexp
  have hu : HasDerivAt (regauge f ψ) (exp (-(I * (f t : ℂ))) • deriv ψ t +
      (exp (-(I * (f t : ℂ))) * (-(I * (f' : ℂ)))) • ψ t) t := hp.smul hψ.hasDerivAt
  -- the phase factor has modulus one
  have he : (starRingEnd ℂ) (exp (-(I * (f t : ℂ)))) * exp (-(I * (f t : ℂ))) = 1 := by
    rw [← exp_conj, ← exp_add]; simp
  simp only [connection, hu.deriv]
  simp only [regauge, inner_smul_left, inner_add_right, inner_smul_right, inner_self_eq,
    ofReal_pow]
  linear_combination (I * inner ℂ (ψ t) (deriv ψ t) - I ^ 2 * f' * (‖ψ t‖ : ℂ) ^ 2) * he
    - f' * (‖ψ t‖ : ℂ) ^ 2 * I_sq

/-- For a unit-norm solution with Hermitian `H` and differentiable `f`, the connection of
`exp(-i f) ψ` exceeds the energy by `f'`. -/
theorem connection_sub_energy {H : ℝ → E →L[ℂ] E} {ψ : ℝ → E} {f : ℝ → ℝ} {t f' : ℝ}
    (hH : Hermitian H) (hψ : Schrodinger H ψ) (h0 : ‖ψ 0‖ = 1) (hf : HasDerivAt f f' t) :
    connection (regauge f ψ) t - energy H ψ t = f' := by
  have h : connection ψ t = energy H ψ t := by
    rw [connection, energy, ← (hψ t).2, inner_smul_right]
  rw [connection_regauge hf (hψ t).1, h, norm_conserved hH hψ t, h0]
  simp

/-- Aharonov-Anandan: if a unit-norm solution for Hermitian `H` has `ψ(T) = exp(iφ) ψ(0)`, `T ≠ 0`,
then `u = exp(-iφt/T) ψ` is closed and `φ` is the integral of `i⟨u,u'⟩ - ⟨ψ,Hψ⟩` over `[0,T]`. -/
theorem aharonov_anandan {H : ℝ → E →L[ℂ] E} {ψ : ℝ → E} {φ T : ℝ}
    (hH : Hermitian H) (hψ : Schrodinger H ψ) (h0 : ‖ψ 0‖ = 1) (hT : T ≠ 0)
    (hcyc : ψ T = exp (I * φ) • ψ 0) :
    regauge (uniformGauge φ T) ψ T = regauge (uniformGauge φ T) ψ 0 ∧
      (φ : ℂ) = ∫ t in 0..T,
        (connection (regauge (uniformGauge φ T) ψ) t - energy H ψ t) := by
  constructor
  · -- the uniform phase removes exactly the total phase
    have hh : -(I * ((φ * T / T : ℝ) : ℂ)) + I * φ = 0 := by
      rw [mul_div_cancel_right₀ _ hT]; ring
    simp only [regauge, uniformGauge]
    rw [hcyc, smul_smul, ← exp_add, hh]
    simp
  · simp only [fun t => connection_sub_energy hH hψ h0 (hasDerivAt_uniformGauge φ T t)]
    rw [intervalIntegral.integral_const, sub_zero, Complex.real_smul, ← ofReal_mul,
      show T * (φ / T) = φ by field_simp]

/-- For a continuous Hermitian Hamiltonian and a cyclic unit-norm solution with `T ≠ 0`, the
geometric phase `∫ i⟨u,u'⟩` over `[0,T]`, where `u = exp(-iφt/T) ψ`, is the total phase `φ` plus the
time integral of the energy. -/
theorem geometric_phase {H : ℝ → E →L[ℂ] E} {ψ : ℝ → E} {φ T : ℝ}
    (hH : Hermitian H) (hHc : Continuous H) (hψ : Schrodinger H ψ) (h0 : ‖ψ 0‖ = 1)
    (hT : T ≠ 0) (hcyc : ψ T = exp (I * φ) • ψ 0) :
    ∫ t in 0..T, connection (regauge (uniformGauge φ T) ψ) t
      = φ + ∫ t in 0..T, energy H ψ t := by
  have hc : Continuous ψ := continuous_iff_continuousAt.2 fun t => (hψ t).1.continuousAt
  have hE : Continuous (energy H ψ) := Continuous.inner (𝕜 := ℂ) hc (hHc.clm_apply hc)
  have hA : Continuous (connection (regauge (uniformGauge φ T) ψ)) := by
    have e : connection (regauge (uniformGauge φ T) ψ)
        = fun t => ((φ / T : ℝ) : ℂ) + energy H ψ t := funext fun t =>
      eq_add_of_sub_eq (connection_sub_energy hH hψ h0 (hasDerivAt_uniformGauge φ T t))
    rw [e]
    exact continuous_const.add hE
  -- both parts are continuous, so the integral splits
  have h := (aharonov_anandan hH hψ h0 hT hcyc).2
  rw [intervalIntegral.integral_sub (hA.intervalIntegrable _ _)
    (hE.intervalIntegrable _ _)] at h
  linear_combination -h

/-- The two-level Hamiltonian `diag(0, 1)`. -/
def levelH : EuclideanSpace ℂ (Fin 2) →L[ℂ] EuclideanSpace ℂ (Fin 2) :=
  LinearMap.toContinuousLinearMap
    { toFun := fun v => !₂[(0 : ℂ), v 1]
      map_add' := by intro x y; ext i; fin_cases i <;> simp
      map_smul' := by intro c x; ext i; fin_cases i <;> simp }

/-- The superposition with components `a` and `b exp(-it)`. -/
def levelState (a b t : ℝ) : EuclideanSpace ℂ (Fin 2) :=
  (a : ℂ) • !₂[(1 : ℂ), 0] + ((b : ℂ) * exp (-I * t)) • !₂[(0 : ℂ), 1]

/-- For `a² + b² = 1`, the superposition is a unit-norm solution for the Hermitian `diag(0, 1)`
that returns after time `2π` with total phase zero. -/
theorem aharonov_anandan_witness {a b : ℝ} (hab : a ^ 2 + b ^ 2 = 1) :
    Hermitian (fun _ => levelH) ∧ Schrodinger (fun _ => levelH) (levelState a b) ∧
      ‖levelState a b 0‖ = 1 ∧
      levelState a b (2 * π) = exp (I * ((0 : ℝ) : ℂ)) • levelState a b 0 := by
  have H0 : ∀ v, (levelH v) 0 = 0 := fun _ => rfl
  have H1 : ∀ v, (levelH v) 1 = v 1 := fun _ => rfl
  refine ⟨?_, ?_, ?_, ?_⟩
  · intro t x y
    simp [PiLp.inner_apply, Fin.sum_univ_two, H0, H1]
  · intro t
    have hexp : HasDerivAt (fun s : ℝ => exp (-I * s)) (exp (-I * t) * (-I * 1)) t :=
      ((hasDerivAt_id t).ofReal_comp.const_mul (-I)).cexp
    have hd : HasDerivAt (levelState a b) _ t :=
      ((hexp.const_mul (b : ℂ)).smul_const !₂[(0 : ℂ), 1]).const_add
        ((a : ℂ) • !₂[(1 : ℂ), 0])
    have e0 : levelH !₂[(1 : ℂ), 0] = 0 := by
      ext i; fin_cases i <;> simp [H0, H1]
    have e1 : levelH !₂[(0 : ℂ), 1] = !₂[(0 : ℂ), 1] := by
      ext i; fin_cases i <;> simp [H0, H1]
    refine ⟨hd.differentiableAt, ?_⟩
    rw [hd.deriv]
    simp only [levelState, map_add, map_smul, e0, e1, smul_zero, zero_add, smul_smul]
    congr 1
    linear_combination -((b : ℂ) * exp (-I * t)) * I_sq
  · simp [levelState, EuclideanSpace.norm_eq, Fin.sum_univ_two, hab]
  · have hp : exp (-I * ((2 * π : ℝ) : ℂ)) = 1 := by
      rw [show -I * ((2 * π : ℝ) : ℂ) = -(2 * π * I) by push_cast; ring, exp_neg,
        exp_two_pi_mul_I, inv_one]
    simp only [levelState, hp, ofReal_zero, mul_zero, exp_zero, one_smul]

end

end AharonovAnandan
```

```lean
#print axioms AharonovAnandan.aharonov_anandan
#print axioms AharonovAnandan.geometric_phase
```

```
'AharonovAnandan.aharonov_anandan' depends on axioms: [propext, Classical.choice, Quot.sound]
'AharonovAnandan.geometric_phase' depends on axioms: [propext, Classical.choice, Quot.sound]
```

### How the lemmas carry out the four steps

`norm_conserved` is the first step. Inside it, `e` rewrites the Schrödinger equation as ψ' = −iHψ, and `hd` shows that ⟨ψ,ψ⟩ has derivative zero. A function with zero derivative everywhere is constant, which gives `hc`. The lemma `inner_self_eq` turns ⟨ψ,ψ⟩ into ‖ψ‖², and equal squares of non-negative numbers give equal norms.

`connection_regauge` is the second step. `hp` differentiates the phase factor, `hu` applies the product rule, and `he` records that the factor times its conjugate is one. The closing `linear_combination` collects the terms using `he` and i² = −1. Neither Hermiticity nor the Schrödinger equation is used here.

`connection_sub_energy` is the third step. Its inner statement `h` is i⟨ψ,ψ'⟩ = ⟨ψ,Hψ⟩, obtained by moving i into the second slot of the inner product. Conservation of the norm then reduces f'‖ψ‖² to f'. This holds at each time for any differentiable f, which is the precise sense in which the uniform choice is harmless.

`aharonov_anandan` is the fourth step and has two parts. For closure, `hh` shows that the exponents −iφT/T and iφ cancel. For the integral, `hasDerivAt_uniformGauge` supplies f' = φ/T, the integrand is replaced by this constant, and `integral_const` with `field_simp` gives φ.

`geometric_phase` must show that each part is integrable. The energy is continuous because H and ψ are (`hE`). The connection of u is continuous because it equals φ/T plus the energy (`hA`), so no separate argument about u' is needed. The integral of the difference then splits, and rearranging gives the result.

In the two-level example, `e0` and `e1` give the action of diag(0,1) on the basis vectors, `hexp` differentiates exp(−it), and `hp` states that exp(−2πi) = 1.

### Balanced gain and loss can break the formula

Suppose H is not required to be Hermitian. Take the one-dimensional space ℂ, T = 2π, and

ψ(t) = exp(it/2) √(2 − cos t),

H(t) = −1/2 + i sin t / (2(2 − cos t)).

Then iψ' = Hψ, ‖ψ(0)‖ = 1, and ψ(2π) = −ψ(0), so φ = π is a valid total phase. The imaginary part of H describes gain followed by an equal loss. Removing the uniform phase leaves u = √(2 − cos t), and

i⟨u,u'⟩ − ⟨ψ,Hψ⟩ = (2 − cos t)/2.

The integral over one period is 2π, which differs from π even modulo 2π. A continuous, bounded H and a unit norm at both ends of the cycle are therefore not enough: the norm in between enters the integral as well.
